# Entry derivatives and row–column removal for an invertible real hybridization matrix

In hybridization-expansion Monte Carlo, a removal move deletes one creation and one annihilation operator from an impurity configuration. Without a formula for the change in weight, every proposal needs a fresh determinant, whose cost by Gaussian elimination grows as the cube of the expansion order. With a formula whose two indices are swapped, the chain generally samples the wrong distribution.

The determinant in question is det D. The rows of the hybridization matrix D (often written Δ) belong to the operators of one kind and its columns to those of the other; each entry is the hybridization function at a time difference. Let M = D⁻¹. For real D, the entries of M give both the removal ratio and the response of ln|det D| to one entry, the quantity behind the usual Green's function estimator.

In Lean, D is any real square matrix with `D.det ≠ 0`, meaning that the current configuration has nonzero determinant weight. Turning a determinant ratio into an acceptance probability also takes the local impurity trace and the proposal probabilities, which do not enter here.

```lean
import Mathlib

open Filter Topology

namespace HybridizationMatrix

noncomputable section

variable {ι : Type*} [Fintype ι] [DecidableEq ι]
```

## Response to one entry

Let E_ij be the matrix with a single 1 in row i, column j. The shifted matrix is D + t E_ij, with t real.

```lean
/-- The hybridization matrix with the number `t` added to its entry in row `i` and column `j`. -/
def shiftEntry (D : Matrix ι ι ℝ) (i j : ι) (t : ℝ) : Matrix ι ι ℝ :=
  Matrix.of fun a b => D a b + if a = i ∧ b = j then t else 0
```

Removal deletes row i and column j, which may have different positions. `Fin (n + 1)` numbers rows and columns from 0, and `i.succAbove` lists the indices other than i in order.

```lean
/-- The hybridization matrix with row `i` and column `j` deleted. -/
def reduced {n : ℕ} (D : Matrix (Fin (n + 1)) (Fin (n + 1)) ℝ) (i j : Fin (n + 1)) :
    Matrix (Fin n) (Fin n) ℝ :=
  D.submatrix i.succAbove j.succAbove
```

Write adj D for the adjugate, the transposed matrix of cofactors. Since D · adj D = det D · 1,

adj D = det D · M.

```lean
/-- For an invertible matrix, the adjugate is the determinant times the inverse. -/
theorem adjugate_eq (D : Matrix ι ι ℝ) (hD : D.det ≠ 0) :
    D.adjugate = D.det • D⁻¹ := by
  rw [Matrix.inv_def, Ring.inverse_eq_inv', smul_smul, mul_inv_cancel₀ hD, one_smul]
```

Both inverse formulas below subtract a multiple k of column i of M from column c. By D M = 1,

Σ_l D_al (M_lc − k M_li) = δ_ac − k δ_ai.

```lean
/-- An invertible `D` maps column `c` of its inverse, minus `k` times column `i`, to the
same combination of unit vectors. -/
theorem row_sum (D : Matrix ι ι ℝ) (hD : D.det ≠ 0) (a c i : ι) (k : ℝ) :
    ∑ l, D a l * (D⁻¹ l c - D⁻¹ l i * k)
      = (1 : Matrix ι ι ℝ) a c - (1 : Matrix ι ι ℝ) a i * k := by
  have e : ∀ c, ∑ l, D a l * D⁻¹ l c = (1 : Matrix ι ι ℝ) a c := by
    intro c
    rw [← Matrix.mul_apply, Matrix.mul_nonsing_inv _ (isUnit_iff_ne_zero.mpr hD)]
  simp only [mul_sub, Finset.sum_sub_distrib, ← mul_assoc, ← Finset.sum_mul, e]
```

The shift changes only row i, by t times the unit row e_j. The determinant is linear in that row, and replacing the row by e_j gives the cofactor (adj D)_ji = det D · M_ji. Hence

det(D + t E_ij) = det D · (1 + t M_ji).

```lean
/-- Adding `t` to the entry `(i, j)` of an invertible `D` multiplies its determinant by
`1 + t M_ji`, where `M` is the inverse of `D`. -/
theorem det_shiftEntry (D : Matrix ι ι ℝ) (hD : D.det ≠ 0) (i j : ι) (t : ℝ) :
    (shiftEntry D i j t).det = D.det * (1 + t * D⁻¹ j i) := by
  -- only row `i` changes, and the determinant is linear in that row
  have h : shiftEntry D i j t = D.updateRow i (D i + t • Pi.single j 1) := by
    ext a b
    by_cases h : a = i <;>
      simp [shiftEntry, Matrix.updateRow_apply, Pi.single_apply, h]
  rw [h, Matrix.det_updateRow_add, Matrix.det_updateRow_smul, Matrix.updateRow_eq_self,
    ← Matrix.adjugate_apply, adjugate_eq D hD, Matrix.smul_apply, smul_eq_mul]
  ring
```

At t = 0 this function has slope det D · M_ji and value det D. The logarithmic derivative is their quotient:

∂ ln|det D| / ∂D_ij = M_ji.

`HasDerivAt … 0` states this as a derivative in t at zero shift. Lean's real logarithm already ignores the sign of its argument, so `Real.log_abs` removes the modulus.

```lean
/-- For an invertible hybridization matrix `D` with inverse `M`, the derivative of
`ln |det D|` with respect to the entry `D_ij` is `M_ji`. -/
theorem hasDerivAt_log_abs_det (D : Matrix ι ι ℝ) (hD : D.det ≠ 0) (i j : ι) :
    HasDerivAt (fun t => Real.log |(shiftEntry D i j t).det|) (D⁻¹ j i) 0 := by
  simp only [det_shiftEntry D hD, Real.log_abs]
  have h : HasDerivAt (fun t : ℝ => D.det * (1 + t * D⁻¹ j i)) (D.det * D⁻¹ j i) 0 :=
    ((((hasDerivAt_id' (0 : ℝ)).mul_const (D⁻¹ j i)).const_add 1).const_mul
      D.det).congr_deriv (by ring)
  refine (h.log (by simpa using hD)).congr_deriv ?_
  rw [zero_mul, add_zero, mul_one, mul_div_cancel_left₀ _ hD]
```

For 1 + t M_ji ≠ 0, set k_c = t M_jc/(1 + t M_ji) and try X_lc = M_lc − M_li k_c as the inverse. Row a of (D + t E_ij)X is

δ_ac − k_c δ_ai + δ_ai t (M_jc − M_ji k_c).

For a ≠ i this is δ_ac. For a = i the extra terms are t M_jc − k_c(1 + t M_ji) = 0. A right inverse of a square matrix is its inverse, so

(D + t E_ij)⁻¹_ab = M_ab − t M_ai M_jb/(1 + t M_ji).

```lean
/-- If `D` is invertible with inverse `M` and `1 + t M_ji` is nonzero, adding `t` to `D_ij`
changes the inverse entry `M_ab` to `M_ab - t M_ai M_jb / (1 + t M_ji)`. -/
theorem inv_shiftEntry (D : Matrix ι ι ℝ) (hD : D.det ≠ 0) (i j : ι) (t : ℝ) (a b : ι)
    (hq : 1 + t * D⁻¹ j i ≠ 0) :
    (shiftEntry D i j t)⁻¹ a b
      = D⁻¹ a b - t * D⁻¹ a i * D⁻¹ j b / (1 + t * D⁻¹ j i) := by
  have hmul : shiftEntry D i j t * (Matrix.of fun a b =>
      D⁻¹ a b - D⁻¹ a i * (t * D⁻¹ j b / (1 + t * D⁻¹ j i))) = 1 := by
    ext a c
    have split : ∀ v : ι → ℝ, ∑ l, shiftEntry D i j t a l * v l
        = ∑ l, D a l * v l + (if a = i then t * v j else 0) := by
      intro v
      by_cases h : a = i <;> simp [shiftEntry, h, add_mul, Finset.sum_add_distrib]
    have hk := div_mul_cancel₀ (t * D⁻¹ j c) hq
    rw [Matrix.mul_apply]
    simp only [Matrix.of_apply]
    rw [split, row_sum D hD]
    by_cases h : a = i
    · rw [if_pos h, h, Matrix.one_apply_eq]
      linear_combination -hk
    · rw [if_neg h, Matrix.one_apply_ne h]
      ring
  rw [Matrix.inv_eq_right_inv hmul, Matrix.of_apply]
  ring
```

Near t = 0 the denominator is close to 1, so the formula holds there and can be differentiated:

∂M_ab/∂D_ij = −M_ai M_jb.

```lean
/-- For an invertible `D` with inverse `M`, the derivative of the inverse entry `M_ab` with
respect to `D_ij` is `-M_ai M_jb`. -/
theorem hasDerivAt_inv_entry (D : Matrix ι ι ℝ) (hD : D.det ≠ 0) (i j a b : ι) :
    HasDerivAt (fun t => (shiftEntry D i j t)⁻¹ a b) (-(D⁻¹ a i * D⁻¹ j b)) 0 := by
  have hnum : HasDerivAt (fun t : ℝ => t * D⁻¹ a i * D⁻¹ j b) (D⁻¹ a i * D⁻¹ j b) 0 :=
    (((hasDerivAt_id' (0 : ℝ)).mul_const (D⁻¹ a i)).mul_const
      (D⁻¹ j b)).congr_deriv (by ring)
  have hden : HasDerivAt (fun t : ℝ => 1 + t * D⁻¹ j i) (D⁻¹ j i) 0 :=
    (((hasDerivAt_id' (0 : ℝ)).mul_const (D⁻¹ j i)).const_add 1).congr_deriv (by ring)
  have h := (hnum.fun_div hden (by simp)).const_sub (D⁻¹ a b)
  -- the explicit formula holds for all sufficiently small shifts
  refine (h.congr_deriv (by simp)).congr_of_eventuallyEq ?_
  have hne : ∀ᶠ t in 𝓝 (0 : ℝ), 1 + t * D⁻¹ j i ≠ 0 :=
    hden.continuousAt.eventually_ne (by simp)
  filter_upwards [hne] with t ht
  exact inv_shiftEntry D hD i j t a b ht
```

## Removing a row and a column

Let D′ be D without row i and column j. The cofactor is (adj D)_ji = (−1)^(i+j) det D′, and it also equals det D · M_ji. Therefore

det D′ = (−1)^(i+j) M_ji det D.

```lean
variable {n : ℕ}

/-- Deleting row `i` and column `j` of an invertible `D` with inverse `M` leaves a matrix of
determinant `(-1)^(i+j) M_ji det D`. -/
theorem det_reduced (D : Matrix (Fin (n + 1)) (Fin (n + 1)) ℝ) (hD : D.det ≠ 0)
    (i j : Fin (n + 1)) :
    (reduced D i j).det = (-1) ^ ((i : ℕ) + (j : ℕ)) * D⁻¹ j i * D.det := by
  have h := Matrix.adjugate_fin_succ_eq_det_submatrix D j i
  rw [adjugate_eq D hD, Matrix.smul_apply, smul_eq_mul] at h
  have hs : (-1 : ℝ) ^ ((i : ℕ) + (j : ℕ)) * (-1) ^ ((i : ℕ) + (j : ℕ)) = 1 := by
    rw [← mul_pow]
    norm_num
  unfold reduced
  generalize (-1 : ℝ) ^ ((i : ℕ) + (j : ℕ)) = s at h hs ⊢
  linear_combination (-s) * h - (D.submatrix i.succAbove j.succAbove).det * hs
```

The condition M_ji ≠ 0 thus says that the configuration after removal has nonzero determinant weight. Now take k_c = M_jc/M_ji. The corrected column M_lc − M_li k_c vanishes at l = j, so the sum over all l equals the sum over surviving columns. For surviving rows a and c, the earlier identity leaves δ_ac, and

(D′)⁻¹_ab = M_ab − M_ai M_jb/M_ji.

Here a is a surviving column of D and b a surviving row. Lean numbers them afresh and recovers the old labels as `j.succAbove a` and `i.succAbove b`.

```lean
/-- If `D` is invertible with inverse `M` and `M_ji` is nonzero, the inverse of `D` without
row `i` and column `j` has entries `M_ab - M_ai M_jb / M_ji`, where `a` runs over the
remaining columns of `D` and `b` over its remaining rows. -/
theorem inv_reduced (D : Matrix (Fin (n + 1)) (Fin (n + 1)) ℝ) (hD : D.det ≠ 0)
    (i j : Fin (n + 1)) (hM : D⁻¹ j i ≠ 0) (a b : Fin n) :
    (reduced D i j)⁻¹ a b = D⁻¹ (j.succAbove a) (i.succAbove b)
      - D⁻¹ (j.succAbove a) i * D⁻¹ j (i.succAbove b) / D⁻¹ j i := by
  have hmul : reduced D i j * (Matrix.of fun a b => D⁻¹ (j.succAbove a) (i.succAbove b)
      - D⁻¹ (j.succAbove a) i * (D⁻¹ j (i.succAbove b) / D⁻¹ j i)) = 1 := by
    ext a c
    have hk : D⁻¹ j i * (D⁻¹ j (i.succAbove c) / D⁻¹ j i) = D⁻¹ j (i.succAbove c) := by
      field_simp
    have hs := row_sum D hD (i.succAbove a) (i.succAbove c) i
      (D⁻¹ j (i.succAbove c) / D⁻¹ j i)
    -- the corrected column vanishes at the deleted index `j`
    rw [Fin.sum_univ_succAbove _ j, hk, sub_self, mul_zero, zero_add,
      Matrix.one_apply_ne (Fin.succAbove_ne i a), zero_mul, sub_zero] at hs
    rw [Matrix.mul_apply]
    simp only [reduced, Matrix.submatrix_apply, Matrix.of_apply]
    rw [hs]
    simp [Matrix.one_apply]
  rw [Matrix.inv_eq_right_inv hmul, Matrix.of_apply, mul_div_assoc]
```

The same matrix appears when the entry D_ij grows without bound. Dividing by t,

t M_ai M_jb/(1 + t M_ji) = M_ai M_jb/(1/t + M_ji) → M_ai M_jb/M_ji as t → +∞.

The limit needs M_ji ≠ 0. The denominator then tends to a nonzero number, so it is nonzero for all large t and the quotient converges.

```lean
/-- If `D` is invertible and the entry `(j, i)` of its inverse is nonzero, then as the number
added to `D_ij` tends to infinity, the remaining entries of the inverse tend to those of the
inverse of `D` without row `i` and column `j`. -/
theorem tendsto_inv_reduced (D : Matrix (Fin (n + 1)) (Fin (n + 1)) ℝ) (hD : D.det ≠ 0)
    (i j : Fin (n + 1)) (hM : D⁻¹ j i ≠ 0) (a b : Fin n) :
    Tendsto (fun t => (shiftEntry D i j t)⁻¹ (j.succAbove a) (i.succAbove b)) atTop
      (𝓝 ((reduced D i j)⁻¹ a b)) := by
  rw [inv_reduced D hD i j hM]
  have hden : Tendsto (fun t : ℝ => t⁻¹ + D⁻¹ j i) atTop (𝓝 (D⁻¹ j i)) := by
    simpa only [zero_add] using
      (tendsto_inv_atTop_zero (𝕜 := ℝ)).add_const (D⁻¹ j i)
  refine Tendsto.congr' ?_ (tendsto_const_nhds.sub (tendsto_const_nhds.div hden hM))
  filter_upwards [eventually_gt_atTop (0 : ℝ),
    hden.eventually_mem (isOpen_ne.mem_nhds hM)] with t ht hne
  -- divide numerator and denominator by the shift `t`
  have hq : 1 + t * D⁻¹ j i = t * (t⁻¹ + D⁻¹ j i) := by
    rw [mul_add, mul_inv_cancel₀ ht.ne']
  have hq0 : 1 + t * D⁻¹ j i ≠ 0 := by
    rw [hq]
    exact mul_ne_zero ht.ne' hne
  rw [inv_shiftEntry D hD i j t _ _ hq0, hq, mul_assoc t, mul_div_mul_left _ _ ht.ne']
  simp only [Pi.div_apply]

end

end HybridizationMatrix
```

## A two-by-two instance

Let D have rows (2, 1) and (3, 4). Then det D = 5, and M has rows (4/5, −1/5) and (−3/5, 2/5). Delete row 0 and column 1, leaving the single entry 3. The formulas give

det D′ = (−1)¹ · M_10 · 5 = 3,

(D′)⁻¹ = M_01 − M_00 M_11/M_10 = −1/5 + 8/15 = 1/3.

With M_01 in place of M_10, the determinant would come out as 1.

```lean
#print axioms HybridizationMatrix.hasDerivAt_log_abs_det
#print axioms HybridizationMatrix.hasDerivAt_inv_entry
#print axioms HybridizationMatrix.det_reduced
#print axioms HybridizationMatrix.tendsto_inv_reduced
```

```
'HybridizationMatrix.hasDerivAt_log_abs_det' depends on axioms: [propext, Classical.choice, Quot.sound]
'HybridizationMatrix.hasDerivAt_inv_entry' depends on axioms: [propext, Classical.choice, Quot.sound]
'HybridizationMatrix.det_reduced' depends on axioms: [propext, Classical.choice, Quot.sound]
'HybridizationMatrix.tendsto_inv_reduced' depends on axioms: [propext, Classical.choice, Quot.sound]
```
